# Conservation of energy and spin length along the classical Lipkin flow

In the classical Lipkin model a spin (x, y, z) has energy e(z + c(x² − y²)/2), where e is the level spacing and c a dimensionless coupling. The theorem `conservation` states that along any trajectory obeying the model's equations of motion at all real times, the energy and the squared length x² + y² + z² at every time equal their values at time zero. Both parameters may be any real numbers, and the spin need not have unit length. The proof differentiates each quantity along the trajectory, shows that the derivative is zero, and concludes that the quantity is constant.

In Lean, a first try:

```lean
import Mathlib

open Matrix Polynomial

namespace Conservation

noncomputable section

/-- Classical Lipkin energy of a spin `r = (x, y, z)`, with level spacing `e` and
dimensionless coupling `c`. -/
def energy (e c : ℝ) (r : Fin 3 → ℝ) : ℝ :=
  e * (r 2 + c / 2 * (r 0 ^ 2 - r 1 ^ 2))

/-- The classical Lipkin flow: the velocity of the spin `r`. -/
def flow (e c : ℝ) (r : Fin 3 → ℝ) : Fin 3 → ℝ :=
  ![-e * r 1 * (1 + c * r 2), e * r 0 * (1 - c * r 2), 2 * c * e * r 0 * r 1]

/-- Along every trajectory of the flow the energy and the squared length of the spin keep
their initial values. -/
theorem conservation (e c : ℝ) (r : ℝ → Fin 3 → ℝ)
    (hr : ∀ t, HasDerivAt r (flow e c (r t)) t) (t : ℝ) :
    energy e c (r t) = energy e c (r 0) ∧
    r t 0 ^ 2 + r t 1 ^ 2 + r t 2 ^ 2 = r 0 0 ^ 2 + r 0 1 ^ 2 + r 0 2 ^ 2 := by
  have h (s : ℝ) (i : Fin 3) : HasDerivAt (fun u => r u i) (flow e c (r s) i) s :=
    hasDerivAt_pi.1 (hr s) i
  have hE (s : ℝ) : HasDerivAt (fun u => energy e c (r u)) 0 s := by
    have key := ((h s 2).fun_add
      ((((h s 0).fun_pow 2).fun_sub ((h s 1).fun_pow 2)).const_mul (c / 2))).const_mul e
    refine key.congr_deriv ?_
    simp [flow]
    ring
  have hN (s : ℝ) : HasDerivAt (fun u => r u 0 ^ 2 + r u 1 ^ 2 + r u 2 ^ 2) 0 s := by
    have key := (((h s 0).fun_pow 2).fun_add ((h s 1).fun_pow 2)).fun_add ((h s 2).fun_pow 2)
    refine key.congr_deriv ?_
    simp [flow]
    ring
  exact ⟨is_const_of_deriv_eq_zero (fun s => (hE s).differentiableAt)
      (fun s => (hE s).deriv) t 0,
    is_const_of_deriv_eq_zero (fun s => (hN s).differentiableAt) (fun s => (hN s).deriv) t 0⟩

end

end Conservation
```

Compiling this gives:

```
Try this:
  [apply] ring_nf
  
  The `ring` tactic failed to close the goal. Use `ring_nf` to obtain a normal form.
    
  Note that `ring` works primarily in *commutative* rings. If you have a noncommutative ring, abelian group or module, consider using `noncomm_ring`, `abel` or `module` instead.
Main.lean:26:66: error: unsolved goals
e c : ℝ
r : ℝ → Fin 3 → ℝ
hr : ∀ (t : ℝ), HasDerivAt r (flow e c (r t)) t
t : ℝ
h : ∀ (s : ℝ) (i : Fin 3), HasDerivAt (fun u => r u i) (flow e c (r s) i) s
s : ℝ
key :
  HasDerivAt (fun y => e * (r y 2 + c / 2 * (r y 0 ^ 2 - r y 1 ^ 2)))
    (e *
      (flow e c (r s) 2 + c / 2 * (↑2 * r s 0 ^ (2 - 1) * flow e c (r s) 0 - ↑2 * r s 1 ^ (2 - 1) * flow e c (r s) 1)))
    s
⊢ e = 0 ∨ True
```

What went wrong. The error lies in `hE`, the claim that the energy has zero derivative. The derivative computed in `key` is a product, `e` times a bracket, and must be shown to equal zero. `simp [flow]` not only unfolds the flow but also splits this equation into a disjunction: either `e = 0` or the bracket is zero.

`ring` proves equations, not disjunctions, so it fails to close the goal and falls back on `ring_nf`, which normalises the expressions inside it. That reduces the bracket's equation to `True` but leaves the disjunction standing, hence the unsolved goal `e = 0 ∨ True`. The "Try this" message reports the same fallback; its suggestion of `ring_nf` would not finish the proof.

The added `right` chooses the second alternative before `ring` runs. What remains is a plain polynomial identity, which `ring` proves for every `e`, zero or not. The added comment only explains the step.

After these edits no error is left:

```diff
@@ -29,4 +29,6 @@
     refine key.congr_deriv ?_
     simp [flow]
+    -- the bracket multiplying `e` vanishes identically
+    right
     ring
   have hN (s : ℝ) : HasDerivAt (fun u => r u 0 ^ 2 + r u 1 ^ 2 + r u 2 ^ 2) 0 s := by
```
